# Alternate-point Kramers–Kronig quadrature is exact below the Nyquist harmonic on an even periodic grid

To obtain one part of a causal response function from the other, one evaluates a principal-value integral whose kernel diverges at the target frequency. On a periodic grid of $N$ frequencies, with $N$ even, the divergence is avoided here by summing only over points at odd distance from the target site $i$:

$$(Hf)(i)=\frac2N\sum_{\substack{0\le j<N\\ i-j\ \text{odd}}}\cot\frac{\pi(i-j)}N\,f(j).$$

For a harmonic $0<k<N/2$ and any phase $\varphi$, this finite sum turns $\cos(2\pi kj/N+\varphi)$ into exactly $\sin(2\pi ki/N+\varphi)$. With the convention that causal harmonics are $e^{2\pi\mathrm{i}kj/N}$, $k>0$, where $\mathrm{i}$ is the imaginary unit and $j$ the site, these are the real and imaginary parts of one causal mode.

```lean
import Mathlib

open Real

namespace AlternatingGridHilbert

noncomputable section
```

## The grid and its kernel

The set of points used is `oppositePoints`.

```lean
/-- The points `0 ≤ j < N` of the grid whose distance from site `i` is odd. -/
def oppositePoints (N : ℕ) (i : ℤ) : Finset ℕ :=
  (Finset.range N).filter (fun j => Odd (i - (j : ℤ)))
```

Write $x_j=\pi(i-j)/N$. This is `gridAngle`, half the angular separation of the two sites on the circle.

```lean
/-- Half the angular separation of two grid sites on the circle, `π (i - j) / N`, for `N > 0`. -/
def gridAngle (N : ℕ) (i : ℤ) (j : ℕ) : ℝ := π * ((i : ℝ) - j) / N
```

The quadrature is `altHilbert`. Its argument `f` is a real function on the integers, of which only the values at $0\le j<N$ are read; the site `i` may be any integer.

```lean
/-- The alternate-point Kramers-Kronig quadrature of a grid function `f` at site `i`,
for even `N > 0`: a cotangent-weighted sum over the points at odd distance from `i`. -/
def altHilbert (N : ℕ) (f : ℤ → ℝ) (i : ℤ) : ℝ :=
  2 / N * ∑ j ∈ oppositePoints N i, Real.cot (gridAngle N i j) * f j
```

Set $N=2M$. The selected points are $j=2l+p$ with $0\le l<M$, where $p=1$ for even $i$ and $p=0$ for odd $i$. The induction on $M$ adds two neighbouring sites at a time and keeps one.

```lean
/-- On a grid of `2M` points, the points at odd distance from `i` are `p, p + 2, p + 4, …`,
`M` in number. -/
theorem sum_oppositePoints (M : ℕ) (i : ℤ) : ∃ p : ℕ, ∀ f : ℕ → ℝ,
    ∑ j ∈ oppositePoints (2 * M) i, f j = ∑ l ∈ Finset.range M, f (2 * l + p) := by
  rcases Int.even_or_odd i with ⟨m, hm⟩ | ⟨m, hm⟩
  · refine ⟨1, fun f => ?_⟩
    unfold oppositePoints
    rw [Finset.sum_filter]
    induction M with
    | zero => simp
    | succ n ih =>
      have h1 : ¬ Odd (i - ((2 * n : ℕ) : ℤ)) :=
        Int.not_odd_iff_even.2 ⟨m - n, by push_cast; omega⟩
      have h2 : Odd (i - ((2 * n + 1 : ℕ) : ℤ)) := ⟨m - n - 1, by push_cast; omega⟩
      rw [show 2 * (n + 1) = 2 * n + 1 + 1 by ring, Finset.sum_range_succ,
        Finset.sum_range_succ, Finset.sum_range_succ, ih, if_neg h1, if_pos h2, add_zero]
  · refine ⟨0, fun f => ?_⟩
    unfold oppositePoints
    rw [Finset.sum_filter]
    simp only [add_zero]
    induction M with
    | zero => simp
    | succ n ih =>
      have h1 : Odd (i - ((2 * n : ℕ) : ℤ)) := ⟨m - n, by push_cast; omega⟩
      have h2 : ¬ Odd (i - ((2 * n + 1 : ℕ) : ℤ)) :=
        Int.not_odd_iff_even.2 ⟨m - n, by push_cast; omega⟩
      rw [show 2 * (n + 1) = 2 * n + 1 + 1 by ring, Finset.sum_range_succ,
        Finset.sum_range_succ, Finset.sum_range_succ, ih, if_pos h1, if_neg h2, add_zero]
```

If $\sin x_j=0$, then $i-j$ is a multiple of $2M$ and hence even, which contradicts the selection. The cotangent is therefore finite at every point used.

```lean
/-- On a grid of `2M > 0` points, the sine in the denominator of the cotangent kernel is nonzero at
every point at odd distance from `i`. -/
theorem sin_gridAngle_ne_zero {M : ℕ} (hM : 0 < M) {i : ℤ} {j : ℕ}
    (hj : j ∈ oppositePoints (2 * M) i) : Real.sin (gridAngle (2 * M) i j) ≠ 0 := by
  intro h
  obtain ⟨n, hn⟩ := Real.sin_eq_zero_iff.1 h
  have hM' : (0 : ℝ) < M := by exact_mod_cast hM
  unfold gridAngle at hn
  push_cast at hn
  rw [eq_div_iff (by positivity)] at hn
  have hr : (i : ℝ) - j = 2 * M * n :=
    mul_left_cancel₀ Real.pi_ne_zero (by linear_combination -hn)
  -- a zero of the sine would make the distance even
  have hz : i - (j : ℤ) = M * n + M * n := by
    have : ((i - (j : ℤ) : ℤ) : ℝ) = ((M * n + M * n : ℤ) : ℝ) := by
      push_cast
      linarith
    exact_mod_cast this
  exact Int.not_odd_iff_even.2 ⟨M * n, hz⟩ (Finset.mem_filter.1 hj).2
```

## Sine sums vanish

Let $0<k<M$, $b=\pi k/M$ and $c=2kx_p+a$, with $a$ any real phase. At $j=2l+p$ the phase $2kx_j+a$ equals $c-2lb$, and

$$2\sin b\,\sin(c-2lb)=\cos(c-(2l+1)b)-\cos(c-(2l-1)b).$$

Summed over $l$, the right side telescopes to $\cos(c-(2M-1)b)-\cos(c+b)$. This is zero because $2Mb=2\pi k$. Since $0<b<\pi$, $\sin b$ can be divided out. In the proof, `key` is the telescoped sum and `hend` the periodicity.

```lean
/-- A sine wave of harmonic `0 < k < M` and any phase sums to zero over the points at odd
distance from `i` on a grid of `2M` points. -/
theorem sum_sin_eq_zero {M k : ℕ} (hk : 0 < k) (hkM : k < M) (i : ℤ) (a : ℝ) :
    ∑ j ∈ oppositePoints (2 * M) i, Real.sin (2 * (k : ℝ) * gridAngle (2 * M) i j + a) = 0 := by
  obtain ⟨p, hp⟩ := sum_oppositePoints M i
  rw [hp]
  have hk' : (0 : ℝ) < k := by exact_mod_cast hk
  have hkM' : (k : ℝ) < M := by exact_mod_cast hkM
  have hM' : (0 : ℝ) < M := hk'.trans hkM'
  obtain ⟨b, hb⟩ : ∃ b : ℝ, b = π * k / M := ⟨_, rfl⟩
  obtain ⟨c, hc⟩ : ∃ c : ℝ, c = 2 * (k : ℝ) * gridAngle (2 * M) i p + a := ⟨_, rfl⟩
  have hsin : 0 < Real.sin b := by
    apply Real.sin_pos_of_pos_of_lt_pi
    · rw [hb]; positivity
    · rw [hb, div_lt_iff₀ hM']
      exact mul_lt_mul_of_pos_left hkM' Real.pi_pos
  -- multiplied by 2 sin b, the sum telescopes
  have key : ∀ n : ℕ, 2 * Real.sin b * ∑ l ∈ Finset.range n,
      Real.sin (2 * (k : ℝ) * gridAngle (2 * M) i (2 * l + p) + a)
      = Real.cos (c - (2 * n - 1) * b) - Real.cos (c + b) := by
    intro n
    induction n with
    | zero =>
      rw [show c - (2 * ((0 : ℕ) : ℝ) - 1) * b = c + b by push_cast; ring]
      simp
    | succ n ih =>
      have e : 2 * (k : ℝ) * gridAngle (2 * M) i (2 * n + p) + a = c - 2 * n * b := by
        rw [hc, hb]
        unfold gridAngle
        push_cast
        field_simp
        ring
      rw [Finset.sum_range_succ, mul_add, ih, e,
        show c - (2 * (n : ℝ) - 1) * b = (c - 2 * n * b) + b by ring,
        show c - (2 * ((n + 1 : ℕ) : ℝ) - 1) * b = (c - 2 * n * b) - b by push_cast; ring]
      generalize c - 2 * (n : ℝ) * b = y
      rw [Real.cos_add y b, Real.cos_sub y b]
      ring
  have hend : c - (2 * (M : ℝ) - 1) * b = (c + b) - k * (2 * π) := by
    rw [hb]
    field_simp
    ring
  have h := key M
  rw [hend, Real.cos_sub_nat_mul_two_pi, sub_self] at h
  exact (mul_eq_zero.1 h).resolve_left (by positivity)
```

## Raising the harmonic by one

With $y=2kx+a$,

$$\cot x\,[\cos(y+2x)-\cos y]=-2\cos x\,\sin(y+x)=-\sin(y+2x)-\sin y.$$

Summing over the selected points gives the recursion. Lean expands the double angles and closes the identity with `linear_combination`, using $\cot x\sin x=\cos x$.

```lean
/-- On a grid of `2M > 0` points, raising the harmonic of a cosine wave from `k` to `k + 1`
subtracts from its cotangent-weighted sum the plain sine sums of harmonics `k + 1` and `k`. -/
theorem cot_sum_step {M : ℕ} (hM : 0 < M) (k : ℕ) (i : ℤ) (a : ℝ) :
    ∑ j ∈ oppositePoints (2 * M) i, Real.cot (gridAngle (2 * M) i j) *
        Real.cos (2 * ((k + 1 : ℕ) : ℝ) * gridAngle (2 * M) i j + a)
      = ∑ j ∈ oppositePoints (2 * M) i, Real.cot (gridAngle (2 * M) i j) *
          Real.cos (2 * (k : ℝ) * gridAngle (2 * M) i j + a)
        - ∑ j ∈ oppositePoints (2 * M) i,
          Real.sin (2 * ((k + 1 : ℕ) : ℝ) * gridAngle (2 * M) i j + a)
        - ∑ j ∈ oppositePoints (2 * M) i,
          Real.sin (2 * (k : ℝ) * gridAngle (2 * M) i j + a) := by
  rw [← Finset.sum_sub_distrib, ← Finset.sum_sub_distrib]
  refine Finset.sum_congr rfl fun j hj => ?_
  have hs := sin_gridAngle_ne_zero hM hj
  generalize gridAngle (2 * M) i j = x at hs ⊢
  have ht : Real.cot x * Real.sin x = Real.cos x := by
    rw [Real.cot_eq_cos_div_sin, div_mul_cancel₀ _ hs]
  rw [show 2 * ((k + 1 : ℕ) : ℝ) * x + a = (2 * k * x + a) + 2 * x by push_cast; ring]
  generalize 2 * (k : ℝ) * x + a = y
  rw [Real.cos_add, Real.sin_add, Real.cos_two_mul, Real.sin_two_mul]
  linear_combination (-2 * Real.sin x * Real.cos y - 2 * Real.cos x * Real.sin y) * ht
    + 2 * Real.cot x * Real.cos y * Real.sin_sq_add_cos_sq x
```

Take $a=0$ and let $C_k=\sum_j\cot x_j\cos(2kx_j)$. The sine sums vanish for all $0\le k\le M$, the two end cases term by term, so $C_M=C_0$. But $2Mx_j=\pi(i-j)$ is an odd multiple of $\pi$, so $C_M=-C_0$. Hence $C_0=0$. These two relations are `hG` and `hneg`.

```lean
/-- On a grid of `2M` points, the cotangent weights at odd distance from `i` sum to zero. -/
theorem sum_cot_eq_zero (M : ℕ) (i : ℤ) :
    ∑ j ∈ oppositePoints (2 * M) i, Real.cot (gridAngle (2 * M) i j) = 0 := by
  rcases Nat.eq_zero_or_pos M with rfl | hM
  · simp [oppositePoints]
  have hM' : (M : ℝ) ≠ 0 := by exact_mod_cast hM.ne'
  have hx : ∀ j : ℕ, 2 * (M : ℝ) * gridAngle (2 * M) i j + 0 = ((i - (j : ℤ) : ℤ) : ℝ) * π := by
    intro j
    unfold gridAngle
    push_cast
    field_simp
    ring
  have hT : ∀ k ≤ M, ∑ j ∈ oppositePoints (2 * M) i,
      Real.sin (2 * (k : ℝ) * gridAngle (2 * M) i j + 0) = 0 := by
    intro k hk
    rcases Nat.eq_zero_or_pos k with rfl | h0
    · simp
    rcases hk.eq_or_lt with rfl | h1
    · exact Finset.sum_eq_zero fun j _ => by rw [hx, Real.sin_int_mul_pi]
    · exact sum_sin_eq_zero h0 h1 i 0
  have hG : ∀ k ≤ M, ∑ j ∈ oppositePoints (2 * M) i, Real.cot (gridAngle (2 * M) i j) *
      Real.cos (2 * (k : ℝ) * gridAngle (2 * M) i j + 0)
      = ∑ j ∈ oppositePoints (2 * M) i, Real.cot (gridAngle (2 * M) i j) := by
    intro k
    induction k with
    | zero => intro _; simp
    | succ n ih =>
      intro hn
      rw [cot_sum_step hM, hT _ hn, hT n (by omega), ih (by omega), sub_zero, sub_zero]
  -- at the Nyquist harmonic every cosine equals -1
  have hneg : ∑ j ∈ oppositePoints (2 * M) i, Real.cot (gridAngle (2 * M) i j) *
      Real.cos (2 * (M : ℝ) * gridAngle (2 * M) i j + 0)
      = -∑ j ∈ oppositePoints (2 * M) i, Real.cot (gridAngle (2 * M) i j) := by
    rw [← Finset.sum_neg_distrib]
    refine Finset.sum_congr rfl fun j hj => ?_
    obtain ⟨m, hm⟩ := (Finset.mem_filter.1 hj).2
    rw [hx, hm, show ((2 * m + 1 : ℤ) : ℝ) * π = π + m * (2 * π) by push_cast; ring,
      Real.cos_add_int_mul_two_pi, Real.cos_pi]
    ring
  linarith [hG M le_rfl]
```

For general $a$, let $S_k=\sum_j\cot x_j\cos(2kx_j+a)$. Then $S_0=C_0\cos a=0$. The step to $k=1$ subtracts the constant sum $M\sin a$, and later steps below $M$ subtract nothing, so $S_k=-M\sin a$ for $0<k<M$.

```lean
/-- On a grid of `2M` points with `0 < k < M`, the cotangent-weighted sum of the cosine wave
`cos (2k x + a)`, where `x` is the `gridAngle` from site `i`, equals `-M sin a`. -/
theorem cot_sum_mode {M k : ℕ} (hk : 0 < k) (hkM : k < M) (i : ℤ) (a : ℝ) :
    ∑ j ∈ oppositePoints (2 * M) i, Real.cot (gridAngle (2 * M) i j) *
      Real.cos (2 * (k : ℝ) * gridAngle (2 * M) i j + a) = -(M * Real.sin a) := by
  induction k with
  | zero => omega
  | succ n ih =>
    rw [cot_sum_step (by omega), sum_sin_eq_zero hk hkM]
    rcases Nat.eq_zero_or_pos n with rfl | hn
    · obtain ⟨p, hp⟩ := sum_oppositePoints M i
      have hcard : ∑ j ∈ oppositePoints (2 * M) i, Real.sin a = M * Real.sin a :=
        (hp (fun _ => Real.sin a)).trans (by simp)
      simp only [Nat.cast_zero, mul_zero, zero_mul, zero_add]
      rw [← Finset.sum_mul, sum_cot_eq_zero, hcard]
      ring
    · rw [ih hn (by omega), sum_sin_eq_zero hn (by omega)]
      ring
```

## The exact transform

Let $\theta_i=2\pi ki/N+\varphi$. The wave at $j$ is $\cos(\theta_i-2kx_j)=\cos(2kx_j-\theta_i)$. Choosing $a=-\theta_i$ gives the weighted sum $M\sin\theta_i$, and the prefactor $2/N=1/M$ leaves $\sin\theta_i$. The hypotheses `hN`, `hk` and `hkN` say that $N$ is even and $0<k<N/2$, so the smallest grid is $N=4$.

```lean
/-- Alternate-point Kramers-Kronig quadrature is exact: for even `N` and `0 < k < N/2` it turns
a cosine wave of harmonic `k` and any phase into the sine wave of the same phase. -/
theorem altHilbert_mode {N k : ℕ} (hN : Even N) (hk : 0 < k) (hkN : 2 * k < N)
    (φ : ℝ) (i : ℤ) :
    altHilbert N (fun j => Real.cos (2 * π * k * j / N + φ)) i
      = Real.sin (2 * π * k * i / N + φ) := by
  obtain ⟨M, rfl⟩ := hN.two_dvd
  have hM' : (M : ℝ) ≠ 0 := by
    have : M ≠ 0 := by omega
    exact_mod_cast this
  have h := cot_sum_mode hk (show k < M by omega) i (-(2 * π * k * i / (2 * M : ℕ) + φ))
  unfold altHilbert
  -- measure the phase of the wave from site i
  have e : ∀ j : ℕ, Real.cos (2 * π * k * ((j : ℤ) : ℝ) / (2 * M : ℕ) + φ)
      = Real.cos (2 * (k : ℝ) * gridAngle (2 * M) i j
          + -(2 * π * k * i / (2 * M : ℕ) + φ)) := by
    intro j
    rw [← Real.cos_neg]
    congr 1
    unfold gridAngle
    push_cast
    ring
  simp only [e]
  rw [h, Real.sin_neg]
  generalize Real.sin (2 * π * k * i / (2 * M : ℕ) + φ) = s
  push_cast
  field_simp
```

Setting $\varphi=0$ gives the plain cosine rule.

```lean
/-- For even `N` and `0 < k < N/2`, the quadrature maps `cos (2πkj/N)` to `sin (2πki/N)`. -/
theorem altHilbert_cos {N k : ℕ} (hN : Even N) (hk : 0 < k) (hkN : 2 * k < N) (i : ℤ) :
    altHilbert N (fun j => Real.cos (2 * π * k * j / N)) i = Real.sin (2 * π * k * i / N) := by
  simpa only [add_zero] using altHilbert_mode hN hk hkN 0 i
```

For $N=4$, $k=1$, $i=1$, the points are $j=0,2$, with cotangents $1,-1$ and cosines $1,-1$. The result is $\tfrac24(1+1)=1=\sin(\pi/2)$.

By linearity the rule extends to a constant `c` plus any finite set `K` of allowed harmonics with amplitudes `A` and phases `φ`; the constant is annihilated.

```lean
/-- For even `N`, on a constant plus a finite sum of cosine waves of harmonics `0 < k < N/2`, the
quadrature removes the constant and turns each cosine into the sine of the same amplitude and phase.
-/
theorem altHilbert_bandlimited {N : ℕ} (hN : Even N) (K : Finset ℕ)
    (hK : ∀ k ∈ K, 0 < k ∧ 2 * k < N) (c : ℝ) (A φ : ℕ → ℝ) (i : ℤ) :
    altHilbert N (fun j => c + ∑ k ∈ K, A k * Real.cos (2 * π * k * j / N + φ k)) i
      = ∑ k ∈ K, A k * Real.sin (2 * π * k * i / N + φ k) := by
  have hR : ∑ k ∈ K, A k * Real.sin (2 * π * k * i / N + φ k)
      = ∑ k ∈ K, A k * altHilbert N (fun j => Real.cos (2 * π * k * j / N + φ k)) i :=
    Finset.sum_congr rfl fun k hk => by rw [altHilbert_mode hN (hK k hk).1 (hK k hk).2]
  have h0 : ∑ j ∈ oppositePoints N i, Real.cot (gridAngle N i j) * c = 0 := by
    obtain ⟨M, rfl⟩ := hN.two_dvd
    rw [← Finset.sum_mul, sum_cot_eq_zero, zero_mul]
  rw [hR]
  unfold altHilbert
  simp only [mul_add, Finset.sum_add_distrib]
  rw [h0, mul_zero, zero_add]
  simp only [Finset.mul_sum]
  rw [Finset.sum_comm]
  exact Finset.sum_congr rfl fun k _ => Finset.sum_congr rfl fun j _ => by ring
```

Take a retarded Green's function that is periodic in frequency and contains only the harmonics $0\le k<N/2$ in the convention above. The quadrature then takes its sampled real part to its imaginary part without error, except that a constant in the imaginary part is not recovered. In the other direction the sign changes: applied to the imaginary part, the quadrature gives minus the real part, again without its constant. To apply the result to a spectrum on the infinite frequency axis, one first replaces it by such a function, and the error of that replacement is a separate matter.

## Wrong sign above Nyquist

For $N/2<k<N$, the harmonics $k$ and $N-k$ have the same cosine samples but opposite sine samples.

```lean
/-- Above the Nyquist harmonic, `N/2 < k < N` with `N` even, the quadrature returns the sine
wave with the wrong sign. -/
theorem altHilbert_aliased {N k : ℕ} (hN : Even N) (hk : N < 2 * k) (hkN : k < N) (i : ℤ) :
    altHilbert N (fun j => Real.cos (2 * π * k * j / N)) i
      = -Real.sin (2 * π * k * i / N) := by
  have hN' : (N : ℝ) ≠ 0 := by
    have : N ≠ 0 := by omega
    exact_mod_cast this
  -- on the grid, the angle of harmonic N - k is minus that of harmonic k, up to a multiple of 2π
  have e : ∀ j : ℤ, 2 * π * ((N - k : ℕ) : ℝ) * j / N = j * (2 * π) - 2 * π * k * j / N := by
    intro j
    rw [Nat.cast_sub hkN.le]
    field_simp
  have h := altHilbert_cos hN (show 0 < N - k by omega) (by omega) i
  simp only [e, Real.cos_int_mul_two_pi_sub, Real.sin_int_mul_two_pi_sub] at h
  exact h

end

end AlternatingGridHilbert
```

Thus the bound $2k<N$ can't be relaxed to $k<N$: for $N=4$, $k=3$, $i=1$ the samples are those of the example above, so the quadrature again returns $1$, while $\sin(3\pi/2)=-1$.

```lean
#print axioms AlternatingGridHilbert.altHilbert_mode
-- 'AlternatingGridHilbert.altHilbert_mode' depends on axioms: [propext, Classical.choice, Quot.sound]
#print axioms AlternatingGridHilbert.altHilbert_bandlimited
-- 'AlternatingGridHilbert.altHilbert_bandlimited' depends on axioms: [propext, Classical.choice, Quot.sound]
#print axioms AlternatingGridHilbert.altHilbert_aliased
-- 'AlternatingGridHilbert.altHilbert_aliased' depends on axioms: [propext, Classical.choice, Quot.sound]
```
